# Idempotency error under McWeeny purification: $4d_k\le(4d_0)^{2^k}$ whenever $d_0\le 1/4$

An approximate one-body density matrix is represented here by an element $P$ of a normed ring $R$: an object that can be added, multiplied in a fixed order, and measured by a norm with $\|AB\|\le\|A\|\,\|B\|$. Real or complex $n\times n$ matrices in an orthonormal spin-orbital basis form such a ring, with either the operator norm or the Frobenius norm. The largest absolute matrix element does not satisfy the product inequality in general, so it can't be used as the norm.

This choice leaves out much that a density matrix usually carries. Hermiticity, a prescribed trace and occupations between 0 and 1 are neither assumed nor concluded. What remains is idempotency, $P^2=P$, which for a Hermitian one-body density matrix characterises a single Slater determinant. The results therefore bear on density-matrix methods for non-interacting or mean-field electrons at zero temperature, in the idealisation that each purification step is evaluated without rounding or truncation. A correlated state has fractional natural occupations, and its density matrix should not be purified in this way.

In the code, `NormedRing R` expresses the choice. It requires neither commutativity nor $\|1\|=1$; the latter matters because the Frobenius norm of the $n\times n$ identity is $\sqrt n$.

In Lean 4 with Mathlib:

```lean
import Mathlib

open Filter Topology

namespace McWeenyIteration

noncomputable section

variable {R : Type*} [NormedRing R]
```

## The purification map and its error

One McWeeny step replaces $P$ by

$$P' = 3P^2-2P^3 .$$

On a number $p$, the polynomial $3p^2-2p^3$ fixes 0 and 1 and has zero slope at both. Small deviations of an occupation from 0 or 1 are therefore removed to first order.

```lean
/-- One McWeeny purification step, `P ↦ 3P² - 2P³`. -/
def mcweeny (P : R) : R := 3 * P ^ 2 - 2 * P ^ 3
```

Starting from $P_0=P$, the iterates are $P_{k+1}=3P_k^2-2P_k^3$. The expression `purify P k` stands for $P_k$, so $k$ counts the steps already taken.

```lean
/-- The McWeeny iterates `P_k` of a starting density matrix `P`. -/
def purify (P : R) : ℕ → R
  | 0 => P
  | k + 1 => mcweeny (purify P k)
```

The distance from idempotency is measured by

$$d_k=\|P_k-P_k^2\| ,$$

which is `idemError (purify P k)`. It vanishes exactly when $P_k$ is idempotent. It does not measure the distance to a particular ground-state density matrix.

```lean
/-- The idempotency error `‖P - P²‖` of an approximate density matrix. -/
def idemError (P : R) : ℝ := ‖P - P ^ 2‖
```

## One step squares the error

Write $E=P-P^2$. All polynomials in the single element $P$ commute, so the new error can be factored as for numbers. From $P'=P^2(3-2P)$ and $1-P'=(1-P)^2(1+2P)$,

$$P'-P'^2=E^2(3-2P)(1+2P)=E^2(3+4P-4P^2)=3E^2+4E^3 .$$

There is no term linear in $E$. With $d=\|E\|$ and $d'=\|P'-P'^2\|$, the triangle and product inequalities give $d'\le 3d^2+4d^3$. If $d\le 1/4$, then $4d^3\le d^2$, and hence

$$4d'\le 16d^2=(4d)^2 .$$

```lean
/-- If the idempotency error `d` is at most `1/4`, one purification step gives an
error `d'` with `4d' ≤ (4d)²`. -/
theorem idemError_mcweeny_le (P : R) (h : idemError P ≤ 1 / 4) :
    4 * idemError (mcweeny P) ≤ (4 * idemError P) ^ 2 := by
  unfold idemError at *
  -- the new error has no part of first order in the old one
  have key : mcweeny P - mcweeny P ^ 2 =
      3 • ((P - P ^ 2) * (P - P ^ 2)) +
        4 • ((P - P ^ 2) * (P - P ^ 2) * (P - P ^ 2)) := by
    unfold mcweeny
    noncomm_ring
  rw [key]
  generalize P - P ^ 2 = E at *
  have h0 : 0 ≤ ‖E‖ := norm_nonneg E
  have h2 : ‖E * E‖ ≤ ‖E‖ * ‖E‖ := norm_mul_le E E
  have h3 : ‖E * E * E‖ ≤ ‖E‖ * ‖E‖ * ‖E‖ :=
    (norm_mul_le (E * E) E).trans (mul_le_mul_of_nonneg_right h2 h0)
  have t := norm_add_le (3 • (E * E)) (4 • (E * E * E))
  have n3 : ‖3 • (E * E)‖ ≤ 3 * ‖E * E‖ := by
    exact_mod_cast norm_nsmul_le (n := 3) (a := E * E)
  have n4 : ‖4 • (E * E * E)‖ ≤ 4 * ‖E * E * E‖ := by
    exact_mod_cast norm_nsmul_le (n := 4) (a := E * E * E)
  have hs := mul_nonneg (mul_nonneg h0 h0) (sub_nonneg.mpr h)
  nlinarith
```

The identity is `key`, verified by `noncomm_ring`. Its coefficients are written as repeated addition, `3 •` and `4 •`, because $\|3x\|\le 3\|x\|$ then follows from the triangle inequality alone. Treating 3 as a ring element would bring in its norm, which is $3\sqrt n$ for Frobenius-normed matrices. The term `hs` is the inequality $d^2(1/4-d)\ge0$, which `nlinarith` combines with the norm estimates.

## Repeated squaring

For $k=0$ the claim reads $4d_0\le 4d_0$. Suppose that $4d_k\le(4d_0)^{2^k}$. Since $0\le 4d_0\le1$, the right-hand side is at most 1, so $d_k\le 1/4$ and the one-step estimate applies again:

$$4d_{k+1}\le(4d_k)^2\le\left((4d_0)^{2^k}\right)^2=(4d_0)^{2^{k+1}} .$$

For $d_0=0.025$, for example, three steps give $4d_3\le 10^{-8}$. If $d_0=0$, every later error is zero.

```lean
/-- Quadratic error bound for McWeeny purification: if the initial idempotency error `d₀` is at most
`1/4`, then `4 d_k ≤ (4 d₀)^(2^k)` after `k` steps. -/
theorem idemError_purify_le (P : R) (h : idemError P ≤ 1 / 4) (k : ℕ) :
    4 * idemError (purify P k) ≤ (4 * idemError P) ^ (2 ^ k) := by
  have h0 : 0 ≤ idemError P := norm_nonneg _
  induction k with
  | zero => simp [purify]
  | succ k ih =>
    -- the bound itself keeps the error at most `1/4`, so the one-step estimate applies
    have h1 : (4 * idemError P) ^ (2 ^ k) ≤ 1 :=
      pow_le_one₀ (by linarith) (by linarith)
    have hk : 0 ≤ idemError (purify P k) := norm_nonneg _
    calc 4 * idemError (purify P (k + 1))
        ≤ (4 * idemError (purify P k)) ^ 2 :=
          idemError_mcweeny_le _ (by linarith)
      _ ≤ ((4 * idemError P) ^ (2 ^ k)) ^ 2 :=
          pow_le_pow_left₀ (by linarith) ih 2
      _ = (4 * idemError P) ^ (2 ^ (k + 1)) := by rw [← pow_mul, ← pow_succ]
```

The theorem has one hypothesis on the starting matrix, `idemError P ≤ 1 / 4`, and holds for every natural number `k`. In the induction, `h1` keeps the bound at or below 1, and the three lines of `calc` are the three relations displayed above.

## Control of the reflection

A small idempotency error does not by itself show that the iterates settle down, since a ring may contain many idempotents. The step length must be bounded too. Let $E_k=P_k-P_k^2$ and $S_k=2P_k-1$. For an exact idempotent, $S_k^2=1$, which is why $S_k$ is called a reflection. Expansion gives

$$P_{k+1}-P_k=3P_k^2-2P_k^3-P_k=E_kS_k,$$

and therefore

$$S_{k+1}=S_k+2E_kS_k .$$

Taking norms and using $1+x\le e^x$,

$$\|S_{k+1}\|\le(1+2d_k)\|S_k\|\le e^{2d_k}\|S_k\| .$$

Multiplying these estimates together yields

$$\|S_k\|\le\|S_0\|\exp\left(2\sum_{j=0}^{k-1}d_j\right).$$

For $k=0$ the sum is empty and the two sides agree.

```lean
/-- The norm of `2P_k - 1` is at most that of `2P - 1` times the exponential of twice the sum of the
idempotency errors of the earlier iterates. -/
theorem norm_reflection_le (P : R) (k : ℕ) :
    ‖2 * purify P k - 1‖ ≤
      ‖2 * P - 1‖ * Real.exp (2 * ∑ j ∈ Finset.range k, idemError (purify P j)) := by
  induction k with
  | zero => simp [purify]
  | succ k ih =>
    rw [Finset.sum_range_succ, mul_add, Real.exp_add, ← mul_assoc]
    change ‖2 * mcweeny (purify P k) - 1‖ ≤ _
    have key : 2 * mcweeny (purify P k) - 1 = (2 * purify P k - 1) +
        2 • ((purify P k - purify P k ^ 2) * (2 * purify P k - 1)) := by
      unfold mcweeny
      noncomm_ring
    have t := norm_add_le (2 * purify P k - 1)
      (2 • ((purify P k - purify P k ^ 2) * (2 * purify P k - 1)))
    have n2 : ‖2 • ((purify P k - purify P k ^ 2) * (2 * purify P k - 1))‖ ≤
        2 * ‖(purify P k - purify P k ^ 2) * (2 * purify P k - 1)‖ := by
      have double : ∀ x : R, ‖2 • x‖ ≤ 2 * ‖x‖ := fun x => by
        exact_mod_cast norm_nsmul_le (n := 2) (a := x)
      exact double _
    have m : ‖(purify P k - purify P k ^ 2) * (2 * purify P k - 1)‖ ≤
        idemError (purify P k) * ‖2 * purify P k - 1‖ := norm_mul_le _ _
    have e := Real.add_one_le_exp (2 * idemError (purify P k))
    rw [key]
    calc _ ≤ ‖2 * purify P k - 1‖ * (2 * idemError (purify P k) + 1) := by linarith
      _ ≤ ‖2 * purify P k - 1‖ * Real.exp (2 * idemError (purify P k)) :=
          mul_le_mul_of_nonneg_left e (norm_nonneg _)
      _ ≤ _ := mul_le_mul_of_nonneg_right ih (Real.exp_pos _).le
```

This bound holds for any starting element, with no restriction on $d_0$. `Finset.range k` contains the indices $0,\dots,k-1$. The identity for $S_{k+1}$ is again called `key`, and `Real.add_one_le_exp` supplies the exponential inequality.

## Convergence to an exact idempotent

Now let $d_0<1/4$ and put $q=4d_0$, so that $0\le q<1$. Because $2^k\ge k$, the quadratic bound implies the weaker geometric one

$$d_k\le\tfrac14q^{2^k}\le\tfrac14q^k .$$

Dropping the factor $1/4$ and summing gives $\sum_{j<k}d_j\le 1/(1-q)$. The reflections then have a common bound,

$$\|S_k\|\le C,\qquad C=\|2P-1\|\,e^{2/(1-q)},$$

and the increments satisfy

$$\|P_{k+1}-P_k\|\le d_k\|S_k\|\le\tfrac14C\,q^k .$$

The iterates thus form a Cauchy sequence. If $R$ is complete, as the real and complex matrix rings are, they have a limit $L$. Addition and multiplication are continuous, so $d_k\to\|L-L^2\|$. The geometric bound also gives $d_k\to0$, and hence $L^2=L$.

```lean
/-- In a complete normed ring, if the initial idempotency error is below `1/4`, the
McWeeny iterates converge in norm to an exact idempotent. -/
theorem purify_tendsto_idempotent [CompleteSpace R] (P : R)
    (h : idemError P < 1 / 4) :
    ∃ L : R, L ^ 2 = L ∧ Tendsto (purify P) atTop (𝓝 L) := by
  have h0 : 0 ≤ idemError P := norm_nonneg _
  obtain ⟨q, hq⟩ : ∃ q, q = 4 * idemError P := ⟨_, rfl⟩
  have q0 : 0 ≤ q := by linarith
  have q1 : q < 1 := by linarith
  -- a geometric bound on the errors is enough for summability
  have hd : ∀ k, idemError (purify P k) ≤ 1 / 4 * q ^ k := fun k => by
    have a := idemError_purify_le P h.le k
    rw [← hq] at a
    have b : q ^ (2 ^ k) ≤ q ^ k :=
      pow_le_pow_of_le_one q0 q1.le (Nat.lt_two_pow_self).le
    linarith
  have hsum : ∀ k, ∑ j ∈ Finset.range k, idemError (purify P j) ≤ 1 / (1 - q) := by
    intro k
    have a : ∑ j ∈ Finset.range k, idemError (purify P j) ≤
        ∑ j ∈ Finset.range k, q ^ j := Finset.sum_le_sum fun j _ => by
      have := hd j
      have := pow_nonneg q0 j
      linarith
    refine a.trans ?_
    rw [le_div_iff₀ (by linarith), geom_sum_mul_neg]
    linarith [pow_nonneg q0 k]
  obtain ⟨C, hC⟩ : ∃ C, C = ‖2 * P - 1‖ * Real.exp (2 * (1 / (1 - q))) := ⟨_, rfl⟩
  have hu : ∀ k, ‖2 * purify P k - 1‖ ≤ C := fun k => by
    rw [hC]
    refine (norm_reflection_le P k).trans
      (mul_le_mul_of_nonneg_left (Real.exp_le_exp.mpr ?_) (norm_nonneg _))
    linarith [hsum k]
  -- the increments are (P - P²)(2P - 1), hence geometrically small
  have hstep : ∀ k, dist (purify P k) (purify P (k + 1)) ≤ (1 / 4 * C) * q ^ k := by
    intro k
    have key : purify P (k + 1) - purify P k =
        (purify P k - purify P k ^ 2) * (2 * purify P k - 1) := by
      change mcweeny (purify P k) - purify P k = _
      unfold mcweeny
      noncomm_ring
    rw [dist_comm, dist_eq_norm, key]
    calc _ ≤ idemError (purify P k) * ‖2 * purify P k - 1‖ := norm_mul_le _ _
      _ ≤ (1 / 4 * q ^ k) * C :=
          mul_le_mul (hd k) (hu k) (norm_nonneg _) (by positivity)
      _ = (1 / 4 * C) * q ^ k := by ring
  obtain ⟨L, hL⟩ := cauchySeq_tendsto_of_complete
    (cauchySeq_of_le_geometric q (1 / 4 * C) q1 hstep)
  refine ⟨L, ?_, hL⟩
  have lim1 : Tendsto (fun k => idemError (purify P k)) atTop (𝓝 ‖L - L ^ 2‖) :=
    (hL.sub (hL.pow 2)).norm
  have lim2 : Tendsto (fun k => idemError (purify P k)) atTop (𝓝 0) := by
    refine squeeze_zero (fun k => norm_nonneg _) hd ?_
    simpa using (tendsto_pow_atTop_nhds_zero_of_lt_one q0 q1).const_mul (1 / 4 : ℝ)
  exact (sub_eq_zero.mp (norm_eq_zero.mp (tendsto_nhds_unique lim1 lim2))).symm
```

The additional assumption `[CompleteSpace R]` says that Cauchy sequences have limits in $R$. The conclusion `Tendsto (purify P) atTop (𝓝 L)` is convergence in the chosen norm as $k\to\infty$. The proof records the error bound as `hd`, the bound on the partial sums as `hsum`, the bound on the reflections as `hu` and the increment bound as `hstep`. At the end, `lim1` and `lim2` give two limits for the same sequence of errors, and uniqueness of limits equates them.

The theorem identifies $L$ only as an idempotent. It doesn't say that the trace of $L$ is the intended electron number, or that $L$ projects onto the lowest orbitals of a given Hamiltonian. It also states no rate for $\|P_k-L\|$.

## The stationary occupation one half

At $d_0=1/4$ the error bound still holds, but it says only $4d_k\le1$. The smallest example is a single real occupation number, $p=1/2$. Its error is $1/2-1/4=1/4$, and

$$3\left(\tfrac12\right)^2-2\left(\tfrac12\right)^3=\tfrac34-\tfrac14=\tfrac12 .$$

Purification never moves it, so its limit is $1/2$, which is not idempotent. The convergence theorem would therefore be false with $d_0\le1/4$ in place of $d_0<1/4$. Physically, an orbital that is exactly half occupied gives the polynomial no preference between empty and filled.

```lean
/-- The occupation number `1/2` has idempotency error exactly `1/4` and is left
unchanged by every purification step. -/
theorem half_stationary (k : ℕ) :
    idemError (1 / 2 : ℝ) = 1 / 4 ∧ purify (1 / 2 : ℝ) k = 1 / 2 := by
  constructor
  · norm_num [idemError]
  · induction k with
    | zero => rfl
    | succ k ih =>
      change mcweeny (purify (1 / 2 : ℝ) k) = 1 / 2
      rw [ih]
      norm_num [mcweeny]
```

The first part is a numerical evaluation, and the second is an induction on the number of steps.

## Beyond one quarter in the complex numbers

The quadratic bound itself needs a threshold. Take $R=\mathbb C$ and $z=1/2+iy$, with $y$ real and nonzero. Then

$$z-z^2=z(1-z)=\left(\tfrac12+iy\right)\left(\tfrac12-iy\right)=\tfrac14+y^2=:e .$$

This number is real and positive, so it equals the initial error. By the one-step identity the next error is $e^2(3+4e)$, and since $3+4e=4+4y^2$,

$$4e^2(3+4e)=16e^2(1+y^2)>16e^2=(4e)^2 .$$

The bound fails at the first step. As $y$ can be chosen as small as desired, no condition $d_0\le c$ with $c>1/4$ guarantees the quadratic bound in every normed ring.

```lean
/-- The threshold `1/4` is sharp: for real `y ≠ 0` the complex number `1/2 + iy` has
error `1/4 + y²`, and its first purification step violates the quadratic bound. -/
theorem threshold_sharp (y : ℝ) (hy : y ≠ 0) :
    idemError (1 / 2 + y * Complex.I : ℂ) = 1 / 4 + y ^ 2 ∧
      (4 * idemError (1 / 2 + y * Complex.I : ℂ)) ^ 2 <
        4 * idemError (mcweeny (1 / 2 + y * Complex.I : ℂ)) := by
  have hE : (1 / 2 + y * Complex.I : ℂ) - (1 / 2 + y * Complex.I) ^ 2 =
      ((1 / 4 + y ^ 2 : ℝ) : ℂ) := by
    push_cast
    linear_combination (-(y : ℂ) ^ 2) * Complex.I_sq
  have hF : mcweeny (1 / 2 + y * Complex.I : ℂ) - mcweeny (1 / 2 + y * Complex.I) ^ 2 =
      (((1 / 4 + y ^ 2) ^ 2 * (3 + 4 * (1 / 4 + y ^ 2)) : ℝ) : ℂ) := by
    rw [Complex.ofReal_mul, Complex.ofReal_pow, Complex.ofReal_add 3,
      Complex.ofReal_mul 4, ← hE]
    unfold mcweeny
    push_cast
    ring
  have e1 : idemError (1 / 2 + y * Complex.I : ℂ) = 1 / 4 + y ^ 2 := by
    unfold idemError
    rw [hE, Complex.norm_real, Real.norm_of_nonneg (by positivity)]
  refine ⟨e1, ?_⟩
  rw [e1]
  unfold idemError
  rw [hF, Complex.norm_real, Real.norm_of_nonneg (by positivity)]
  have hpos : 0 < (1 / 4 + y ^ 2) ^ 2 * y ^ 2 := by positivity
  nlinarith

end

end McWeenyIteration
```

In the code, `hE` evaluates the initial defect and `hF` the defect after one step. Both are real and positive, so their norms are the numbers themselves, and `hpos` supplies the strict inequality $e^2y^2>0$. The example is a non-Hermitian $1\times1$ matrix. It settles the threshold of the quadratic bound for normed rings in general, but not for Hermitian density matrices alone. The threshold of the convergence theorem can't be raised even for those, because the stationary occupation $1/2$ has error exactly $1/4$.

```lean
#print axioms McWeenyIteration.idemError_purify_le
#print axioms McWeenyIteration.purify_tendsto_idempotent
#print axioms McWeenyIteration.half_stationary
#print axioms McWeenyIteration.threshold_sharp
```

```
'McWeenyIteration.idemError_purify_le' depends on axioms: [propext, Classical.choice, Quot.sound]
'McWeenyIteration.purify_tendsto_idempotent' depends on axioms: [propext, Classical.choice, Quot.sound]
'McWeenyIteration.half_stationary' depends on axioms: [propext, Classical.choice, Quot.sound]
'McWeenyIteration.threshold_sharp' depends on axioms: [propext, Classical.choice, Quot.sound]
```
